# Quarter-power scaling of the Curie–Weiss integral at the critical point

Take one Ising spin $\sigma=\pm1$ in a fluctuating field $y$ of Gaussian weight $e^{-y^2/2}$. Averaging $e^{\sigma y}$ over the two spin values gives $\cosh y$, so the field is left with the weight $e^{-\varphi(y)}$, where
$$\varphi(y)=\frac{y^2}{2}-\log\cosh y=\frac{y^4}{12}-\dots$$
The quadratic terms cancel. If $N$ spins share a field with the narrower Gaussian weight $e^{-Ny^2/2}$, the exponent becomes $N\varphi(y)\approx Ny^4/12$, which is of order one at $y\sim N^{-1/4}$ instead of the usual $N^{-1/2}$.

This is the situation in the Curie–Weiss model, where every pair of spins is coupled equally. With $M=\sum_i\sigma_i$ and energy $-JM^2/(2N)$, the critical point in zero external field is $\beta J=1$, where $J>0$ and $\beta=1/(k_BT)$ is the inverse temperature. There the Gaussian identity
$$e^{M^2/(2N)}=\sqrt{\frac{N}{2\pi}}\int e^{-Ny^2/2+yM}\,dy$$
and the sum over spins give the partition function
$$Z_N=2^N\sqrt{\frac{N}{2\pi}}\int e^{-N\varphi(y)}\,dy.$$
The Lean development starts from this last integral; the passage from the spin sum to it is the calculation just given. The variable $y$ is the auxiliary field, not the magnetization per spin $M/N$.

```lean
import Mathlib

open MeasureTheory Filter Topology

namespace CurieWeissCriticalScaling

noncomputable section
```

In Lean, $\varphi$ is the real function `phi`, with the critical coupling already built in.

```lean
/-- The exponent per spin of the Curie-Weiss model at its critical point,
as a function of the auxiliary field `y`. -/
def phi (y : ℝ) : ℝ := y ^ 2 / 2 - Real.log (Real.cosh y)
```

## Inequalities from slopes

The comparisons of slopes below rest on one principle: if $f(0)=0$ and $f'\ge0$ on $[0,\infty)$, then $f\ge0$ there.

```lean
/-- A differentiable function that vanishes at the origin and has nonnegative slope on the
positive half-line is nonnegative there. -/
theorem nonneg_of_slope {f f' : ℝ → ℝ} (hf : ∀ x, HasDerivAt f (f' x) x) (h0 : f 0 = 0)
    (h : ∀ x, 0 ≤ x → 0 ≤ f' x) {x : ℝ} (hx : 0 ≤ x) : 0 ≤ f x := by
  have hm : MonotoneOn f (Set.Ici 0) := by
    apply monotoneOn_of_deriv_nonneg (convex_Ici 0)
    · exact fun y _ => (hf y).continuousAt.continuousWithinAt
    · exact fun y _ => (hf y).differentiableAt.differentiableWithinAt
    · intro y hy
      rw [(hf y).deriv]
      exact h y (interior_subset hy)
  have h1 := hm (Set.mem_Ici.2 le_rfl) (Set.mem_Ici.2 hx) hx
  rwa [h0] at h1
```

The quotient rule gives
$$\tanh' x=\frac{\cosh^2x-\sinh^2x}{\cosh^2x}=1-\tanh^2x.$$

```lean
/-- The slope of the hyperbolic tangent is `1 - tanh²`. -/
theorem tanh_slope (x : ℝ) : HasDerivAt Real.tanh (1 - Real.tanh x ^ 2) x := by
  have hc := (Real.cosh_pos x).ne'
  have h := (Real.hasDerivAt_sinh x).fun_div (Real.hasDerivAt_cosh x) hc
  have e : Real.tanh = fun y => Real.sinh y / Real.cosh y :=
    funext Real.tanh_eq_sinh_div_cosh
  rw [← e] at h
  refine h.congr_deriv ?_
  rw [Real.tanh_eq_sinh_div_cosh, div_pow, sub_div, ← pow_two, ← pow_two,
    div_self (pow_ne_zero 2 hc)]
```

Since $(\log\cosh y)'=\tanh y$, we have $\varphi'(y)=y-\tanh y$. Its zero is the mean-field condition $y=\tanh y$.

```lean
/-- The slope of `phi` is the mean-field mismatch `y - tanh y`. -/
theorem phi_slope (y : ℝ) : HasDerivAt phi (y - Real.tanh y) y := by
  have h := ((hasDerivAt_pow 2 y).div_const 2).fun_sub
    ((Real.hasDerivAt_cosh y).log (Real.cosh_pos y).ne')
  refine h.congr_deriv ?_
  have e : ((2 : ℕ) : ℝ) * y ^ (2 - 1) / 2 = y := by norm_num
  rw [e, Real.tanh_eq_sinh_div_cosh]
```

## One spin bounds all system sizes

Let $0\le s\le1$ and $x\ge0$. The difference $\tanh(sx)-s\tanh x$ vanishes at $0$ and has slope
$$s\left(\tanh^2x-\tanh^2(sx)\right)\ge0,$$
because $\tanh$ is increasing. Hence $s\tanh x\le\tanh(sx)$.

```lean
/-- Shrinking a nonnegative field by a factor `s` between 0 and 1 shrinks its hyperbolic
tangent by no more than that factor. -/
theorem tanh_shrink {s x : ℝ} (hs0 : 0 ≤ s) (hs1 : s ≤ 1) (hx : 0 ≤ x) :
    s * Real.tanh x ≤ Real.tanh (s * x) := by
  have hmono : Monotone Real.tanh := by
    refine monotone_of_deriv_nonneg (fun y => (tanh_slope y).differentiableAt) fun y => ?_
    rw [(tanh_slope y).deriv, Real.tanh_eq_sinh_div_cosh, div_pow, sub_nonneg,
      div_le_one (pow_pos (Real.cosh_pos y) 2)]
    linarith [Real.cosh_sq y]
  have hl : ∀ y, HasDerivAt (fun z : ℝ => s * z) s y := fun y => by
    simpa using (hasDerivAt_id' y).const_mul s
  have hd : ∀ y, HasDerivAt (fun z => Real.tanh (s * z) - s * Real.tanh z)
      ((1 - Real.tanh (s * y) ^ 2) * s - s * (1 - Real.tanh y ^ 2)) y := fun y =>
    ((tanh_slope (s * y)).comp y (hl y)).fun_sub ((tanh_slope y).const_mul s)
  have := nonneg_of_slope hd (by simp) (fun y hy => by
    have h0 := hmono (mul_nonneg hs0 hy)
    rw [Real.tanh_zero] at h0
    have h1 := pow_le_pow_left₀ h0 (hmono (mul_le_of_le_one_left hy hs1)) 2
    nlinarith [mul_nonneg hs0 (sub_nonneg.2 h1)]) hx
  linarith
```

Next compare the slopes of $\varphi$. The function
$$E(x)=(sx-\tanh sx)-s^3(x-\tanh x)$$
vanishes at $0$, and
$$E'(x)=s\left[\tanh^2(sx)-(s\tanh x)^2\right]\ge0$$
by the previous step, so $E\ge0$. The derivative of $\varphi(sx)-s^4\varphi(x)$ is $sE(x)$, so this difference is nonnegative too. Evenness of $\varphi$ extends the result to negative $x$:
$$s^4\varphi(x)\le\varphi(sx).$$
For $s=N^{-1/4}$ it reads $\varphi(x)\le N\varphi(x/N^{1/4})$: no rescaled weight exceeds the one-spin weight.

```lean
/-- Shrinking the field by a factor `s` between 0 and 1 lowers `phi` by no more than the factor
`s⁴`. -/
theorem phi_shrink {s : ℝ} (hs0 : 0 ≤ s) (hs1 : s ≤ 1) (x : ℝ) :
    s ^ 4 * phi x ≤ phi (s * x) := by
  have hl : ∀ y, HasDerivAt (fun z : ℝ => s * z) s y := fun y => by
    simpa using (hasDerivAt_id' y).const_mul s
  have hgap : ∀ y, HasDerivAt (fun z => z - Real.tanh z) (Real.tanh y ^ 2) y := fun y =>
    ((hasDerivAt_id' y).fun_sub (tanh_slope y)).congr_deriv (by ring)
  -- compare the slopes first, then the functions
  have hslope : ∀ y, 0 ≤ y →
      0 ≤ (s * y - Real.tanh (s * y)) - s ^ 3 * (y - Real.tanh y) := by
    intro x hx
    have hd : ∀ y, HasDerivAt
        (fun z => (s * z - Real.tanh (s * z)) - s ^ 3 * (z - Real.tanh z))
        (Real.tanh (s * y) ^ 2 * s - s ^ 3 * Real.tanh y ^ 2) y := fun y =>
      ((hgap (s * y)).comp y (hl y)).fun_sub ((hgap y).const_mul (s ^ 3))
    exact nonneg_of_slope hd (by simp) (fun y hy => by
      have ht : 0 ≤ Real.tanh y := by
        rw [Real.tanh_eq_sinh_div_cosh]
        exact div_nonneg (Real.sinh_nonneg_iff.2 hy) (Real.cosh_pos y).le
      have h2 := pow_le_pow_left₀ (mul_nonneg hs0 ht) (tanh_shrink hs0 hs1 hy) 2
      nlinarith [mul_nonneg hs0 (sub_nonneg.2 h2)]) hx
  have key : ∀ x, 0 ≤ x → s ^ 4 * phi x ≤ phi (s * x) := by
    intro x hx
    have hd : ∀ y, HasDerivAt (fun z => phi (s * z) - s ^ 4 * phi z)
        ((s * y - Real.tanh (s * y)) * s - s ^ 4 * (y - Real.tanh y)) y := fun y =>
      ((phi_slope (s * y)).comp y (hl y)).fun_sub ((phi_slope y).const_mul (s ^ 4))
    have := nonneg_of_slope hd (by simp [phi]) (fun y hy => by
      nlinarith [mul_nonneg hs0 (hslope y hy)]) hx
    linarith
  have he : ∀ z, phi (-z) = phi z := fun z => by simp [phi]
  rcases le_total 0 x with h | h
  · exact key x h
  · have := key (-x) (by linarith)
    rwa [mul_neg, he, he] at this
```

## The quartic term with its error

For $y\ge0$ we have $\tanh y\ge0$, and the slope of $y-\tanh y$ is $\tanh^2y\ge0$, so $0\le\tanh y\le y$. Integrating $\tanh^2y\le y^2$ gives $y-\tanh y\le y^3/3$. Therefore
$$y^2-\tanh^2y=(y-\tanh y)(y+\tanh y)\le\frac{y^3}{3}\,2y=\frac{2y^4}{3},$$
and integrating again gives $y-\tanh y\ge y^3/3-2y^5/15$. These are `hB` and `hC` in the proof. One more integration, and evenness, yield for all real $x$
$$\frac{x^4}{12}-\frac{x^6}{45}\le\varphi(x)\le\frac{x^4}{12}.$$

```lean
/-- The function `phi` is quartic at small field: it is at most `x⁴/12`, and falls short of it by at
most `x⁶/45`. -/
theorem phi_quartic (x : ℝ) : x ^ 4 / 12 - x ^ 6 / 45 ≤ phi x ∧ phi x ≤ x ^ 4 / 12 := by
  have hgap : ∀ y, HasDerivAt (fun z => z - Real.tanh z) (Real.tanh y ^ 2) y := fun y =>
    ((hasDerivAt_id' y).fun_sub (tanh_slope y)).congr_deriv (by ring)
  have hpow : ∀ (c : ℝ) (n : ℕ) (y : ℝ),
      HasDerivAt (fun z => c * z ^ (n + 1)) (c * ((n + 1) * y ^ n)) y := fun c n y => by
    simpa using (hasDerivAt_pow (n + 1) y).const_mul c
  have hA : ∀ y, 0 ≤ y → 0 ≤ y - Real.tanh y := fun y hy =>
    nonneg_of_slope hgap (by simp) (fun y _ => sq_nonneg _) hy
  have ht : ∀ y, 0 ≤ y → 0 ≤ Real.tanh y := fun y hy => by
    rw [Real.tanh_eq_sinh_div_cosh]
    exact div_nonneg (Real.sinh_nonneg_iff.2 hy) (Real.cosh_pos y).le
  -- cubic upper and quintic lower bound on the slope
  have hB : ∀ y, 0 ≤ y → 0 ≤ 1 / 3 * y ^ 3 - (y - Real.tanh y) := by
    intro x hx
    have hd : ∀ y, HasDerivAt (fun z => 1 / 3 * z ^ 3 - (z - Real.tanh z))
        (y ^ 2 - Real.tanh y ^ 2) y := fun y =>
      ((hpow (1 / 3) 2 y).fun_sub (hgap y)).congr_deriv (by push_cast; ring)
    exact nonneg_of_slope hd (by simp) (fun y hy => by
      have := pow_le_pow_left₀ (ht y hy) (sub_nonneg.1 (hA y hy)) 2
      linarith) hx
  have hC : ∀ y, 0 ≤ y → 0 ≤ (y - Real.tanh y) - (1 / 3 * y ^ 3 - 2 / 15 * y ^ 5) := by
    intro x hx
    have hd : ∀ y, HasDerivAt
        (fun z => (z - Real.tanh z) - (1 / 3 * z ^ 3 - 2 / 15 * z ^ 5))
        (Real.tanh y ^ 2 - (y ^ 2 - 2 / 3 * y ^ 4)) y := fun y =>
      ((hgap y).fun_sub ((hpow (1 / 3) 2 y).fun_sub (hpow (2 / 15) 4 y))).congr_deriv
        (by push_cast; ring)
    exact nonneg_of_slope hd (by simp) (fun y hy => by
      have h1 : y + Real.tanh y ≤ 2 * y := by linarith [hA y hy]
      have h2 := mul_le_mul (sub_nonneg.1 (hB y hy)) h1 (add_nonneg hy (ht y hy))
        (by positivity)
      nlinarith [h2]) hx
  -- integrate once more
  have key : ∀ x, 0 ≤ x → x ^ 4 / 12 - x ^ 6 / 45 ≤ phi x ∧ phi x ≤ x ^ 4 / 12 := by
    intro x hx
    have hd : ∀ y, HasDerivAt (fun z => 1 / 12 * z ^ 4 - phi z)
        (1 / 3 * y ^ 3 - (y - Real.tanh y)) y := fun y =>
      ((hpow (1 / 12) 3 y).fun_sub (phi_slope y)).congr_deriv (by push_cast; ring)
    have hd' : ∀ y, HasDerivAt (fun z => phi z - (1 / 12 * z ^ 4 - 1 / 45 * z ^ 6))
        ((y - Real.tanh y) - (1 / 3 * y ^ 3 - 2 / 15 * y ^ 5)) y := fun y =>
      ((phi_slope y).fun_sub ((hpow (1 / 12) 3 y).fun_sub (hpow (1 / 45) 5 y))).congr_deriv
        (by push_cast; ring)
    have h1 := nonneg_of_slope hd (by simp [phi]) hB hx
    have h2 := nonneg_of_slope hd' (by simp [phi]) hC hx
    constructor <;> linarith
  have he : phi (-x) = phi x := by simp [phi]
  rcases le_total 0 x with h | h
  · exact key x h
  · have := key (-x) (by linarith)
    rwa [he, show (-x) ^ 4 = x ^ 4 by ring, show (-x) ^ 6 = x ^ 6 by ring] at this
```

The one-spin weight has a finite integral: from $\log\cosh x\le|x|\le x^2/4+1$ follows $e^{-\varphi(x)}\le e\,e^{-x^2/4}$.

```lean
/-- The one-spin weight `exp (-phi)` has a finite integral over the real line. -/
theorem weight_integrable : Integrable (fun x => Real.exp (-phi x)) := by
  have hc : Continuous phi :=
    continuous_iff_continuousAt.2 fun x => (phi_slope x).continuousAt
  have hb : ∀ x, ‖Real.exp (-phi x)‖ ≤ Real.exp 1 * Real.exp (-(1 / 4) * x ^ 2) := by
    intro x
    rw [Real.norm_of_nonneg (Real.exp_pos _).le, ← Real.exp_add]
    apply Real.exp_le_exp.2
    -- log cosh x ≤ |x| ≤ x²/4 + 1
    have h1 : Real.log (Real.cosh x) ≤ |x| := by
      rw [Real.log_le_iff_le_exp (Real.cosh_pos x), ← Real.cosh_abs, Real.cosh_eq]
      have : Real.exp (-|x|) ≤ Real.exp |x| :=
        Real.exp_le_exp.2 (by linarith [abs_nonneg x])
      linarith
    unfold phi
    nlinarith [sq_nonneg (|x| - 2), sq_abs x]
  exact ((integrable_exp_neg_mul_sq (b := 1 / 4) (by norm_num)).const_mul
    (Real.exp 1)).mono' (by fun_prop) (Eventually.of_forall hb)
```

## The limit for observables

Let $g$ be a real observable for which $g\,e^{-\varphi}$ is integrable, the hypothesis `hg`. It allows $g$ to grow, provided that the one-spin weight still controls it. Put $a_N=N^{1/4}$ and substitute $y=x/a_N$:
$$a_N\int g(a_Ny)\,e^{-N\varphi(y)}\,dy=\int g(x)\,e^{-N\varphi(x/a_N)}\,dx.$$
For $N\ge1$ the integrand on the right is at most $|g(x)|e^{-\varphi(x)}$ in absolute value. The quartic bounds give
$$\frac{x^4}{12}-\frac{x^6}{45\sqrt N}\le N\varphi(x/a_N)\le\frac{x^4}{12},$$
so it converges pointwise to $g(x)e^{-x^4/12}$. Dominated convergence gives the limit of the integrals.

In the statement, `Tendsto … atTop (𝓝 …)` is this limit over natural numbers $N$, and the integrals are Lebesgue integrals over the real line. The proof establishes the limit in the variable $x$ as `hlim`, then undoes the substitution.

```lean
/-- Critical scaling: for an observable `g` integrable against the one-spin weight, the
critical integral of `g (N^(1/4) y)`, multiplied by `N^(1/4)`, tends to the integral of `g`
against the quartic weight `exp (-x⁴/12)`. -/
theorem critical_scaling (g : ℝ → ℝ) (hg : Integrable (fun x => g x * Real.exp (-phi x))) :
    Tendsto (fun N : ℕ => (N : ℝ) ^ (1 / 4 : ℝ) *
        ∫ y, g ((N : ℝ) ^ (1 / 4 : ℝ) * y) * Real.exp (-(N * phi y)))
      atTop (𝓝 (∫ x, g x * Real.exp (-(x ^ 4 / 12)))) := by
  obtain ⟨a, ha⟩ : ∃ a : ℕ → ℝ, ∀ N, a N = (N : ℝ) ^ (1 / 4 : ℝ) := ⟨_, fun _ => rfl⟩
  simp only [← ha]
  have hc : Continuous phi :=
    continuous_iff_continuousAt.2 fun x => (phi_slope x).continuousAt
  have h1 : ∀ N : ℕ, 1 ≤ N → 1 ≤ a N := fun N hN => by
    rw [ha]
    exact Real.one_le_rpow (by exact_mod_cast hN) (by norm_num)
  have h4 : ∀ N : ℕ, 1 ≤ N → (N : ℝ) * (a N)⁻¹ ^ 4 = 1 := fun N hN => by
    have e : a N ^ 4 = N := by
      rw [ha, ← Real.rpow_natCast, ← Real.rpow_mul (Nat.cast_nonneg N)]
      norm_num
    rw [inv_pow, e]
    exact mul_inv_cancel₀ (Nat.cast_ne_zero.2 (by omega))
  have hinv : Tendsto (fun N => (a N)⁻¹) atTop (𝓝 0) := by
    have h : Tendsto a atTop atTop := by
      rw [funext ha]
      exact (tendsto_rpow_atTop (by norm_num)).comp tendsto_natCast_atTop_atTop
    exact tendsto_inv_atTop_zero.comp h
  have hlim : Tendsto (fun N : ℕ => ∫ x, g x * Real.exp (-(N * phi ((a N)⁻¹ * x))))
      atTop (𝓝 (∫ x, g x * Real.exp (-(x ^ 4 / 12)))) := by
    refine tendsto_integral_filter_of_dominated_convergence
      (fun x => ‖g x * Real.exp (-phi x)‖) ?_ ?_ hg.norm ?_
    · refine Eventually.of_forall fun N => ?_
      have e : (fun x => g x * Real.exp (-(N * phi ((a N)⁻¹ * x)))) = fun x =>
          (g x * Real.exp (-phi x)) * Real.exp (phi x - N * phi ((a N)⁻¹ * x)) := by
        funext x
        rw [mul_assoc, ← Real.exp_add]
        congr 2
        ring
      have hm : Continuous fun x => Real.exp (phi x - N * phi ((a N)⁻¹ * x)) := by
        fun_prop
      rw [e]
      exact hg.1.mul hm.aestronglyMeasurable
    · -- the one-spin weight dominates every rescaled weight
      filter_upwards [eventually_ge_atTop 1] with N hN
      refine Eventually.of_forall fun x => ?_
      have hp : 0 < a N := by linarith [h1 N hN]
      have h := mul_le_mul_of_nonneg_left (phi_shrink (inv_pos.2 hp).le
        (inv_le_one_of_one_le₀ (h1 N hN)) x) (Nat.cast_nonneg (α := ℝ) N)
      rw [← mul_assoc, h4 N hN, one_mul] at h
      rw [norm_mul, norm_mul, Real.norm_of_nonneg (Real.exp_pos _).le,
        Real.norm_of_nonneg (Real.exp_pos _).le]
      exact mul_le_mul_of_nonneg_left (Real.exp_le_exp.2 (by linarith)) (norm_nonneg _)
    · -- pointwise, only the quartic term survives
      refine Eventually.of_forall fun x => ?_
      have hl : Tendsto (fun N => x ^ 4 / 12 - (a N)⁻¹ ^ 2 * x ^ 6 / 45) atTop
          (𝓝 (x ^ 4 / 12)) := by
        have := (((hinv.pow 2).mul_const (x ^ 6)).div_const 45).const_sub (x ^ 4 / 12)
        simpa using this
      have hx : Tendsto (fun N : ℕ => (N : ℝ) * phi ((a N)⁻¹ * x)) atTop
          (𝓝 (x ^ 4 / 12)) := by
        refine tendsto_of_tendsto_of_tendsto_of_le_of_le' hl tendsto_const_nhds ?_ ?_
        · filter_upwards [eventually_ge_atTop 1] with N hN
          have h := mul_le_mul_of_nonneg_left (phi_quartic ((a N)⁻¹ * x)).1
            (Nat.cast_nonneg (α := ℝ) N)
          linear_combination h - (x ^ 4 / 12 - (a N)⁻¹ ^ 2 * x ^ 6 / 45) * h4 N hN
        · filter_upwards [eventually_ge_atTop 1] with N hN
          have h := mul_le_mul_of_nonneg_left (phi_quartic ((a N)⁻¹ * x)).2
            (Nat.cast_nonneg (α := ℝ) N)
          linear_combination h + x ^ 4 / 12 * h4 N hN
      exact hx.neg.rexp.const_mul (g x)
  -- undo the substitution x = N^(1/4) y
  refine hlim.congr' ?_
  filter_upwards [eventually_ge_atTop 1] with N hN
  have hp : 0 < a N := by linarith [h1 N hN]
  have hsub := Measure.integral_comp_mul_left
    (fun x => g x * Real.exp (-(N * phi ((a N)⁻¹ * x)))) (a N)
  simp only [inv_mul_cancel_left₀ hp.ne'] at hsub
  rw [hsub, abs_of_pos (inv_pos.2 hp), smul_eq_mul, mul_inv_cancel_left₀ hp.ne']
```

For $g=1$ this is the scaling of the critical integral. Inserted in the formula for $Z_N$, it gives a partition function growing as $2^NN^{1/4}$ times a constant.

```lean
/-- At the Curie-Weiss critical point, `N^(1/4)` times the integral of
`exp (-N (y²/2 - log cosh y))` tends to the integral of `exp (-x⁴/12)`. -/
theorem critical_integral :
    Tendsto (fun N : ℕ => (N : ℝ) ^ (1 / 4 : ℝ) *
        ∫ y : ℝ, Real.exp (-(N * (y ^ 2 / 2 - Real.log (Real.cosh y)))))
      atTop (𝓝 (∫ x : ℝ, Real.exp (-(x ^ 4 / 12)))) := by
  have h := critical_scaling (fun _ => 1) (by simpa only [one_mul] using weight_integrable)
  simp only [one_mul] at h
  exact h
```

## Normalized averages

Dividing the limit for $g$ by the limit for $1$ cancels the factor $N^{1/4}$. The denominator of the limit, $\int e^{-x^4/12}\,dx$, is finite because $e^{-x^4/12}\le e^{-\varphi(x)}$, and positive because its integrand is.

```lean
/-- For an observable `g` integrable against the one-spin weight, the normalized critical
average of `g (N^(1/4) y)` tends to the average of `g` under the weight `exp (-x⁴/12)`. -/
theorem critical_average (g : ℝ → ℝ) (hg : Integrable (fun x => g x * Real.exp (-phi x))) :
    Tendsto (fun N : ℕ =>
        (∫ y, g ((N : ℝ) ^ (1 / 4 : ℝ) * y) * Real.exp (-(N * phi y))) /
          ∫ y, Real.exp (-(N * phi y)))
      atTop (𝓝 ((∫ x, g x * Real.exp (-(x ^ 4 / 12))) /
        ∫ x : ℝ, Real.exp (-(x ^ 4 / 12)))) := by
  have hi : Integrable (fun x : ℝ => Real.exp (-(x ^ 4 / 12))) := by
    refine weight_integrable.mono' (by fun_prop) (Eventually.of_forall fun x => ?_)
    rw [Real.norm_of_nonneg (Real.exp_pos _).le]
    exact Real.exp_le_exp.2 (neg_le_neg (phi_quartic x).2)
  refine ((critical_scaling g hg).div critical_integral (integral_exp_pos hi).ne').congr' ?_
  filter_upwards [eventually_ge_atTop 1] with N hN
  have hp : (0 : ℝ) < (N : ℝ) ^ (1 / 4 : ℝ) :=
    Real.rpow_pos_of_pos (by exact_mod_cast hN) _
  exact mul_div_mul_left _ _ hp.ne'

end

end CurieWeissCriticalScaling
```

With $g(x)=x^2$, which the Gaussian bound admits, the mean of $y^2$ falls as $N^{-1/2}$, not $N^{-1}$. A simulation of the spins yields $M$ rather than $y$. By the Gaussian identity, $y$ at fixed $M$ has mean $M/N$ and variance $1/N$, so $\langle y^2\rangle=\langle M^2\rangle/N^2+1/N$. At exactly the critical temperature and in zero field, the mean square magnetization per spin therefore follows the same leading $N^{-1/2}$ law. This last step is not part of the Lean development, and the theorems give the limit without a rate of convergence.

```lean
#print axioms CurieWeissCriticalScaling.critical_integral
#print axioms CurieWeissCriticalScaling.critical_average
```

```
'CurieWeissCriticalScaling.critical_integral' depends on axioms: [propext, Classical.choice, Quot.sound]
'CurieWeissCriticalScaling.critical_average' depends on axioms: [propext, Classical.choice, Quot.sound]
```
